# A bound on the additivity error of core polarization for equal, weakly coupled cores

Two cores of polarizability $a$ lie on an axis. Each feels a field $f$ along it, and a dipole $p$ on one core produces the field $tp$ at the other. By symmetry both dipoles satisfy $p=a(f+tp)$. For $at=1/5$ this gives $p=\tfrac54af$, and the energy is $-\tfrac54af^2$, whereas two independent cores would give $-af^2$. If the two fields are opposite, the dipoles weaken each other and the energy is $-\tfrac56af^2$.

For many cores, stack the dipoles into a vector $p$ and the fields into $F$, and let $T$ map dipoles to the fields they produce at the other cores. The energy is

$$U_F(p)=\frac{\|p\|^2}{2a}-\frac{\langle p,Tp\rangle}{2}-\langle F,p\rangle .$$

The terms are the cost of polarizing the cores, their mutual coupling and their interaction with the field. Without coupling the minimum is the additive value $-a\|F\|^2/2$. The problems ask how far coupling can move it, which matters when a valence-only calculation adds core polarization energies independently; the model has linear point dipoles and one common polarizability.

In Lean, `E` is a real inner product space, `T : E →L[ℝ] E` is a bounded linear operator with operator norm `‖T‖`, and `cppEnergy a T F p` is $U_F(p)$. `SelfConsistent` says that each core responds to the external field plus that of the other dipoles. Units are such that a dipole is polarizability times field. $T$ need not be the point-dipole tensor; where symmetry is needed, it is the hypothesis `hT`.

```lean
import Mathlib

open scoped InnerProductSpace

namespace CorePolarization

noncomputable section

variable {E : Type*} [NormedAddCommGroup E] [InnerProductSpace ℝ E]
variable {a : ℝ} {T : E →L[ℝ] E} {F p : E}

/-- Energy of core dipoles `p` with polarizability `a ≠ 0` in the field `F`, coupled
to one another through `T`. -/
def cppEnergy (a : ℝ) (T : E →L[ℝ] E) (F p : E) : ℝ :=
  ‖p‖ ^ 2 / (2 * a) - inner ℝ p (T p) / 2 - inner ℝ F p

/-- The dipoles `p` are self-consistent: each core responds with polarizability `a` to the
external field plus the field of the other dipoles. -/
def SelfConsistent (a : ℝ) (T : E →L[ℝ] E) (F p : E) : Prop :=
  p = a • (F + T p)
```

## (a) Overlap with a test vector

Let $p=a(F+Tp)$. Show that for every $d$

$$\langle p,d\rangle=a\big(\langle F,d\rangle+\langle Tp,d\rangle\big).$$

**Solution.** Take the inner product of the self-consistency equation with $d$ and use linearity. The `calc` block does the same.

```lean
/-- The overlap of self-consistent dipoles with any vector `d` is `a` times the overlap of
the total field with `d`. -/
theorem inner_selfConsistent (hp : SelfConsistent a T F p) (d : E) :
    inner ℝ p d = a * (inner ℝ F d + inner ℝ (T p) d) := by
  calc inner ℝ p d = inner ℝ (a • (F + T p)) d := congrArg (fun x => inner ℝ x d) hp
    _ = a * (inner ℝ F d + inner ℝ (T p) d) := by
      rw [real_inner_smul_left, inner_add_left]
```

## (b) One set of induced dipoles

Let $a>0$, $a\|T\|<1$ and let the space be complete. Show that

$$p=a(F+Tp)\quad\text{has exactly one solution.}$$

**Solution.** The equation reads $(1-aT)p=aF$. Since $\|aT\|=a\|T\|<1$, the series $\sum_n(aT)^n$ converges to the inverse of $1-aT$, so a solution exists. If $q$ is another, then $q-p=aT(q-p)$, hence $(1-a\|T\|)\|q-p\|\le0$ and $q=p$.

The condition $a\|T\|<1$ ensures that the dipoles $aTp$ induced by the field of nonzero dipoles $p$ are smaller in norm than $p$. The total dipoles can still be larger than $aF$, as in the opening example. Iterating the dipoles from zero sums the series term by term.

In Lean, `isUnit_one_sub_of_norm_lt_one` supplies the inverse, and `hle` is the contraction estimate.

```lean
/-- In a complete space, for `a > 0` and `a‖T‖ < 1`, every field induces exactly one set of
self-consistent dipoles. -/
theorem existsUnique_selfConsistent [CompleteSpace E] (ha : 0 < a) (h : a * ‖T‖ < 1)
    (F : E) : ∃! p, SelfConsistent a T F p := by
  have hn : ‖a • T‖ < 1 := by
    rw [norm_smul, Real.norm_of_nonneg ha.le]
    exact h
  -- the operator 1 - aT is invertible
  obtain ⟨u, hu⟩ := isUnit_one_sub_of_norm_lt_one hn
  have h1 : (u : E →L[ℝ] E) ((↑u⁻¹ : E →L[ℝ] E) (a • F)) = a • F :=
    congrArg (fun A : E →L[ℝ] E => A (a • F)) u.mul_inv
  rw [hu] at h1
  obtain ⟨p, h2⟩ : ∃ p : E, p - a • T p = a • F := ⟨_, h1⟩
  have hp : p = a • (F + T p) := by
    rw [smul_add, ← h2]
    exact (sub_add_cancel _ _).symm
  refine ⟨p, hp, fun q hq => ?_⟩
  have hq' : q = a • (F + T q) := hq
  -- the difference of two solutions is mapped to itself by aT
  have hd : q - p = a • T (q - p) := by
    calc q - p = a • (F + T q) - a • (F + T p) := congrArg₂ (fun x y => x - y) hq' hp
      _ = a • T (q - p) := by
        rw [map_sub]
        module
  have hle : ‖q - p‖ ≤ a * (‖T‖ * ‖q - p‖) := by
    calc ‖q - p‖ = ‖a • T (q - p)‖ := congrArg norm hd
      _ = a * ‖T (q - p)‖ := by rw [norm_smul, Real.norm_of_nonneg ha.le]
      _ ≤ a * (‖T‖ * ‖q - p‖) := mul_le_mul_of_nonneg_left (T.le_opNorm _) ha.le
  have h0 : ‖q - p‖ ≤ 0 := by
    by_contra hh
    nlinarith [mul_pos (sub_pos.2 h) (not_le.1 hh)]
  exact sub_eq_zero.1 (norm_le_zero_iff.1 h0)
```

## (c) Displacing the dipoles

Let $a\neq0$, let $T$ be symmetric and let $p$ be self-consistent. Show that

$$U_F(p+d)=U_F(p)+U_0(d).$$

**Solution.** Expand the left side. By symmetry $\langle p,Td\rangle=\langle d,Tp\rangle=\langle Tp,d\rangle$, so the terms linear in $d$ are

$$\frac{\langle p,d\rangle}{a}-\langle Tp,d\rangle-\langle F,d\rangle=0$$

by (a). The quadratic terms are $\|d\|^2/(2a)-\langle d,Td\rangle/2=U_0(d)$. Here `simp only` expands and `linear_combination` inserts (a) divided by $a$.

```lean
/-- For symmetric `T` and `a ≠ 0`, displacing self-consistent dipoles by `d` changes the
energy by the field-free energy of `d`. -/
theorem cppEnergy_add (ha : a ≠ 0) (hT : ∀ x y, inner ℝ (T x) y = inner ℝ x (T y))
    (hp : SelfConsistent a T F p) (d : E) :
    cppEnergy a T F (p + d) = cppEnergy a T F p + cppEnergy a T 0 d := by
  have h1 := inner_selfConsistent hp d
  have h2 : inner ℝ p (T d) = inner ℝ (T p) d := (hT p d).symm
  have h3 : inner ℝ d (T p) = inner ℝ (T p) d := real_inner_comm _ _
  simp only [cppEnergy, norm_add_sq_real, map_add, inner_add_left, inner_add_right,
    inner_zero_left, h2, h3]
  linear_combination a⁻¹ * h1 + (inner ℝ F d + inner ℝ (T p) d) * mul_inv_cancel₀ ha
```

## (d) Stiffness without a field

For $a>0$, show that

$$U_0(d)\ge\frac{1-a\|T\|}{2a}\|d\|^2 .$$

**Solution.** By Cauchy–Schwarz, $\langle d,Td\rangle\le\|d\|\,\|Td\|\le\|T\|\|d\|^2$. Insert this into $U_0(d)$. The two inequalities are `h1` and `h2`.

```lean
/-- For `a > 0`, the field-free energy of dipoles `d` is at least
`(1 - a‖T‖)‖d‖² / (2a)`. -/
theorem le_cppEnergy_zero (ha : 0 < a) (T : E →L[ℝ] E) (d : E) :
    (1 - a * ‖T‖) / (2 * a) * ‖d‖ ^ 2 ≤ cppEnergy a T 0 d := by
  have h1 := real_inner_le_norm d (T d)
  have h2 := mul_le_mul_of_nonneg_left (T.le_opNorm d) (norm_nonneg d)
  have e : (1 - a * ‖T‖) / (2 * a) * ‖d‖ ^ 2
      = ‖d‖ ^ 2 / (2 * a) - ‖T‖ * ‖d‖ ^ 2 / 2 := by
    linear_combination (-(‖T‖ * ‖d‖ ^ 2) / 2) * mul_inv_cancel₀ ha.ne'
  rw [e, cppEnergy, inner_zero_left]
  nlinarith
```

## (e) The minimum energy

Let $a>0$, $a\|T\|<1$, $T$ symmetric and $p$ self-consistent. Show that

$$\min_q U_F(q)=-\tfrac12\langle F,p\rangle .$$

**Solution.** Part (a) with $d=p$ gives $\|p\|^2/a=\langle F,p\rangle+\langle Tp,p\rangle$. Substituting in $U_F(p)$ cancels the coupling terms and leaves $-\langle F,p\rangle/2$. For any $q$, (c) and (d) with $d=q-p$ give $U_F(q)\ge U_F(p)$.

`IsLeast (Set.range …)` says that the value is attained and that no dipoles have lower energy. `hval` computes the value.

```lean
/-- For symmetric `T`, `a > 0` and `a‖T‖ < 1`, the minimum of the energy is minus half the
overlap of the field with the self-consistent dipoles. -/
theorem isLeast_cppEnergy (ha : 0 < a) (h : a * ‖T‖ < 1)
    (hT : ∀ x y, inner ℝ (T x) y = inner ℝ x (T y)) (hp : SelfConsistent a T F p) :
    IsLeast (Set.range (cppEnergy a T F)) (-(inner ℝ F p) / 2) := by
  have hval : cppEnergy a T F p = -(inner ℝ F p) / 2 := by
    have h1 := inner_selfConsistent hp p
    rw [real_inner_self_eq_norm_sq] at h1
    have h3 : inner ℝ p (T p) = inner ℝ (T p) p := real_inner_comm _ _
    rw [cppEnergy, h3]
    linear_combination a⁻¹ / 2 * h1
      + (inner ℝ F p + inner ℝ (T p) p) / 2 * mul_inv_cancel₀ ha.ne'
  refine ⟨⟨p, hval⟩, ?_⟩
  rintro _ ⟨q, rfl⟩
  have h1 := cppEnergy_add ha.ne' hT hp (q - p)
  rw [add_sub_cancel] at h1
  have h2 := le_cppEnergy_zero ha T (q - p)
  have h3 : 0 ≤ (1 - a * ‖T‖) / (2 * a) * ‖q - p‖ ^ 2 :=
    mul_nonneg (div_nonneg (by linarith) (by linarith)) (sq_nonneg _)
  linarith
```

## (f) The additivity error

Under the assumptions of (b), with $T$ symmetric, show that the minimum $m$ exists and

$$\Big|m+\frac{a\|F\|^2}{2}\Big|\le\frac{a^2\|T\|\|F\|^2}{2(1-a\|T\|)} .$$

**Solution.** Take $p$ from (b) and $m$ from (e). Part (a) with $d=F$ gives $\langle F,p\rangle=a\|F\|^2+a\langle Tp,F\rangle$, so

$$m+\frac{a\|F\|^2}{2}=-\frac a2\langle Tp,F\rangle .$$

Self-consistency gives $\|p\|\le a\|F\|+a\|T\|\|p\|$, hence $\|p\|\le a\|F\|/(1-a\|T\|)$. Finally $|\langle Tp,F\rangle|\le\|T\|\|p\|\|F\|$. In the code these are `e`, `hb` and the last `calc` block.

For $T=0$ the error vanishes. For $F\ne0$, its ratio to the additive energy is at most $a\|T\|/(1-a\|T\|)$. Two point-dipole cores at distance $R$ have $\|T\|=2/R^3$ in atomic units; with $a=1$ and $R=5$ the ratio is at most about 1.6 %.

Close to the cores the field is damped so that the potential stays finite there. If the damping does not depend on angular momentum, a quantum Monte Carlo run with the additive potential evaluates the damped field $F$ at each electron configuration, and $-a\|F\|^2/2$ enters the local energy. With fixed nuclei $T$ is fixed, so the factor multiplying $\|F\|^2$ in the bound is computed once.

```lean
/-- In a complete space, for symmetric `T`, `a > 0` and `a‖T‖ < 1`, the energy has a minimum, and it
differs from the additive value `-a‖F‖²/2` by at most `a²‖T‖‖F‖² / (2(1 - a‖T‖))`. -/
theorem additivity_error [CompleteSpace E] (ha : 0 < a) (h : a * ‖T‖ < 1)
    (hT : ∀ x y, inner ℝ (T x) y = inner ℝ x (T y)) (F : E) :
    ∃ m, IsLeast (Set.range (cppEnergy a T F)) m ∧
      |m - (-(a * ‖F‖ ^ 2 / 2))| ≤ a ^ 2 * ‖T‖ * ‖F‖ ^ 2 / (2 * (1 - a * ‖T‖)) := by
  obtain ⟨p, hp, -⟩ := existsUnique_selfConsistent ha h F
  refine ⟨_, isLeast_cppEnergy ha h hT hp, ?_⟩
  -- size of the self-consistent dipoles
  have hle : ‖p‖ ≤ a * (‖F‖ + ‖T‖ * ‖p‖) := by
    calc ‖p‖ = ‖a • (F + T p)‖ := congrArg norm hp
      _ = a * ‖F + T p‖ := by rw [norm_smul, Real.norm_of_nonneg ha.le]
      _ ≤ a * (‖F‖ + ‖T‖ * ‖p‖) := mul_le_mul_of_nonneg_left
        ((norm_add_le _ _).trans (add_le_add le_rfl (T.le_opNorm p))) ha.le
  have hb : ‖p‖ ≤ a * ‖F‖ / (1 - a * ‖T‖) := by
    rw [le_div_iff₀ (sub_pos.2 h)]
    linarith
  -- the deviation is `-a/2` times the overlap of `T p`, the field of the dipoles, with `F`
  have e : -(inner ℝ F p) / 2 - (-(a * ‖F‖ ^ 2 / 2)) = -(a / 2 * inner ℝ (T p) F) := by
    have h1 := inner_selfConsistent hp F
    rw [real_inner_self_eq_norm_sq, real_inner_comm] at h1
    linear_combination (-1 / 2) * h1
  rw [e, abs_neg, abs_mul, abs_of_pos (half_pos ha)]
  calc a / 2 * |inner ℝ (T p) F| ≤ a / 2 * (‖T p‖ * ‖F‖) :=
        mul_le_mul_of_nonneg_left (abs_real_inner_le_norm _ _) (half_pos ha).le
    _ ≤ a / 2 * (‖T‖ * (a * ‖F‖ / (1 - a * ‖T‖)) * ‖F‖) := by
        have h2 := (T.le_opNorm p).trans (mul_le_mul_of_nonneg_left hb (norm_nonneg T))
        exact mul_le_mul_of_nonneg_left
          (mul_le_mul_of_nonneg_right h2 (norm_nonneg F)) (half_pos ha).le
    _ = a ^ 2 * ‖T‖ * ‖F‖ ^ 2 / (2 * (1 - a * ‖T‖)) := by
        generalize 1 - a * ‖T‖ = s
        ring
```

## (g) Cores in three dimensions

Let $M$ be a real symmetric matrix indexed by core and Cartesian direction, with operator norm $\|M\|$ and $a>0$, $a\|M\|<1$. Show that the minimum $m$ exists and

$$\Big|m+\frac{a\|F\|^2}{2}\Big|\le\frac{a^2\|M\|\|F\|^2}{2(1-a\|M\|)} .$$

**Solution.** Symmetry gives $\langle Mx,y\rangle=\sum_{ij}M_{ij}x_jy_i=\langle x,My\rangle$, and Euclidean space is complete, so (f) applies. `Matrix.toEuclideanCLM` turns the matrix into an operator, and `hA` carries its symmetry over. With at least one core, the norm is the largest absolute eigenvalue of $M$, which can exceed the absolute value of every entry.

```lean
/-- The additivity bound for finitely many cores with three dipole components each, coupled by
a real symmetric matrix whose operator norm times `a > 0` is below one. -/
theorem additivity_error_matrix {ι : Type*} [Fintype ι] [DecidableEq ι] (ha : 0 < a)
    (M : Matrix (ι × Fin 3) (ι × Fin 3) ℝ) (hM : M.IsSymm)
    (h : a * ‖Matrix.toEuclideanCLM (𝕜 := ℝ) M‖ < 1) (F : EuclideanSpace ℝ (ι × Fin 3)) :
    ∃ m, IsLeast (Set.range (cppEnergy a (Matrix.toEuclideanCLM (𝕜 := ℝ) M) F)) m ∧
      |m - (-(a * ‖F‖ ^ 2 / 2))| ≤ a ^ 2 * ‖Matrix.toEuclideanCLM (𝕜 := ℝ) M‖ * ‖F‖ ^ 2
        / (2 * (1 - a * ‖Matrix.toEuclideanCLM (𝕜 := ℝ) M‖)) := by
  have hs : star M = M := by
    ext i j
    change star (M j i) = M i j
    rw [star_trivial]
    exact hM.apply i j
  have hA : IsSelfAdjoint (Matrix.toEuclideanCLM (𝕜 := ℝ) M) := by
    change star (Matrix.toEuclideanCLM (𝕜 := ℝ) M) = _
    rw [← map_star, hs]
  exact additivity_error ha h (fun x y => hA.isSymmetric x y) F
```

## (h) Fields that reach the bound

Let $a>0$, $a\|T\|<1$, $T$ symmetric and $TF=\|T\|F$. Show that

$$\min_q U_F(q)=-\frac{a\|F\|^2}{2}-\frac{a^2\|T\|\|F\|^2}{2(1-a\|T\|)} .$$

**Solution.** Try $p=cF$. Self-consistency holds if $c=a(1+c\|T\|)$, that is $c=a/(1-a\|T\|)$. By (e) the minimum is $-c\|F\|^2/2$, and $c-a=ac\|T\|=a^2\|T\|/(1-a\|T\|)$.

The equal fields of the opening example are of this kind. In Lean, `hp` verifies the trial dipoles and `key` rewrites the energy. Completeness is not assumed, because the solution is explicit.

```lean
/-- For symmetric `T`, `a > 0` and `a‖T‖ < 1`, if `T F = ‖T‖ F` then the minimum lies below the
additive value by exactly `a²‖T‖‖F‖² / (2(1 - a‖T‖))`. -/
theorem additivity_error_sharp (ha : 0 < a) (h : a * ‖T‖ < 1)
    (hT : ∀ x y, inner ℝ (T x) y = inner ℝ x (T y)) (hF : T F = ‖T‖ • F) :
    IsLeast (Set.range (cppEnergy a T F))
      (-(a * ‖F‖ ^ 2 / 2) - a ^ 2 * ‖T‖ * ‖F‖ ^ 2 / (2 * (1 - a * ‖T‖))) := by
  have hne : 1 - a * ‖T‖ ≠ 0 := (sub_pos.2 h).ne'
  -- the dipoles are parallel to the field, with effective polarizability c
  obtain ⟨c, hc⟩ : ∃ c : ℝ, c * (1 - a * ‖T‖) = a :=
    ⟨a / (1 - a * ‖T‖), div_mul_cancel₀ _ hne⟩
  have hp : SelfConsistent a T F (c • F) := by
    have hc' : c = a * (1 + c * ‖T‖) := by linear_combination hc
    change c • F = a • (F + T (c • F))
    rw [map_smul, hF]
    calc c • F = (a * (1 + c * ‖T‖)) • F := congrArg (fun x : ℝ => x • F) hc'
      _ = a • (F + c • ‖T‖ • F) := by module
  have e : a ^ 2 * ‖T‖ * ‖F‖ ^ 2 / (2 * (1 - a * ‖T‖)) = a * c * ‖T‖ * ‖F‖ ^ 2 / 2 := by
    rw [div_eq_iff (mul_ne_zero two_ne_zero hne)]
    linear_combination (-(a * ‖T‖ * ‖F‖ ^ 2)) * hc
  have key : -(a * ‖F‖ ^ 2 / 2) - a ^ 2 * ‖T‖ * ‖F‖ ^ 2 / (2 * (1 - a * ‖T‖))
      = -(inner ℝ F (c • F)) / 2 := by
    rw [real_inner_smul_right, real_inner_self_eq_norm_sq, e]
    linear_combination ‖F‖ ^ 2 / 2 * hc
  rw [key]
  exact isLeast_cppEnergy ha h hT hp

end

end CorePolarization
```

```lean
#print axioms CorePolarization.additivity_error_matrix
#print axioms CorePolarization.additivity_error_sharp
```

```
'CorePolarization.additivity_error_matrix' depends on axioms: [propext, Classical.choice, Quot.sound]
'CorePolarization.additivity_error_sharp' depends on axioms: [propext, Classical.choice, Quot.sound]
```
